# Smith's backscattering terms leave the total spectral weight of the Drude model unchanged

Let $x=\omega\tau$ be the frequency in units of the inverse relaxation time, and let $q(x)=1/(1-ix)$ be the normalised Drude response. Smith's conductivity with $N$ backscattering terms and real coefficients $c_0,\dots,c_{N-1}$ is

$$s(x)=q(x)\Bigl(1+\sum_{n=0}^{N-1}c_n\,q(x)^{n+1}\Bigr),$$

and for every finite $N$ and every choice of the coefficients

$$\int_0^\infty \operatorname{Re}s(x)\,dx=\frac{\pi}{2}.$$

In physical units $\sigma(\omega)=D\tau\,s(\omega\tau)$ with $D=ne^2/m$, where $n$, $e$ and $m$ in this expression are the carrier density, charge and mass. The integral of $\operatorname{Re}\sigma$ over positive frequencies is then $\pi D/2$, whatever $\tau>0$ and the coefficients are.

With one coefficient $c$ this is the usual Drude-Smith formula. Its weight below a cutoff $X$ is

$$\int_0^X\operatorname{Re}s\,dx=\arctan X+\frac{cX}{1+X^2},$$

and for $c\ge-1/3$ its absorptive part $\operatorname{Re}s$ is strictly largest at $x=0$.

## Fitted spectra and finite frequency windows

A code that fits a Drude-Smith curve to a terahertz or simulated conductivity can take $D$, $\tau$ and $c$ as independent parameters. Within this phenomenological model with a single relaxation time, only $D$ sets the total weight; $c$ and $\tau$ move weight along the frequency axis. Changing $c$ at fixed $D$ therefore leaves the ratio $n/m$ of carrier density to mass unchanged, although a fit that also varies $D$ can change both together.

The cutoff formula gives a reference value for a quadrature routine on a finite grid. It also shows how much weight a window misses. For large $X$ the missing part is close to $(1-c)/X$, so at $c=-1$ it is about twice the Drude value. At $X=10$ the window lacks about 6% of the total for $c=0$ and about 13% for $c=-1$. Comparing a truncated integral directly with $\pi/2$ would mistake this tail for an error in the code.

## From the Drude response to the sum rule

Multiplying numerator and denominator of $q$ by $1+ix$ gives

$$\operatorname{Re}q=\frac1{1+x^2},\qquad \operatorname{Im}q=\frac{x}{1+x^2},\qquad |q|^2=\frac1{1+x^2}.$$

Expanding the product in $s$ and taking the real part,

$$\operatorname{Re}s=\frac1{1+x^2}+\sum_{n=0}^{N-1}c_n\operatorname{Re}q^{n+2}.$$

Since $|q|\le1$, each power obeys $|\operatorname{Re}q^{n+2}|\le|q|^n|q|^2\le1/(1+x^2)$. Every term is bounded by an integrable Lorentzian, so $\operatorname{Re}s$ is integrable.

Differentiation gives $q'=i/(1-ix)^2=iq^2$, and so $(q^{n+1})'=(n+1)q^n\,iq^2=i(n+1)q^{n+2}$. Because $\operatorname{Im}(iz)=\operatorname{Re}z$,

$$\frac{d}{dx}\operatorname{Im}q^{n+1}=(n+1)\operatorname{Re}q^{n+2}.$$

The function

$$W(X)=\arctan X+\sum_{n=0}^{N-1}\frac{c_n}{n+1}\operatorname{Im}q(X)^{n+1}$$

therefore has derivative $\operatorname{Re}s$. It vanishes at $X=0$, where $q=1$ is real, so $W(X)$ is the weight between $0$ and $X$. For $X>0$ we have $|q(X)|\le1/X$, so every backscattering term in $W$ dies out as $X\to\infty$ and only $\arctan X\to\pi/2$ survives.

Substituting $x=\omega\tau$ yields the physical form:

$$\int_0^\infty D\tau\operatorname{Re}s(\omega\tau)\,d\omega=D\int_0^\infty\operatorname{Re}s(x)\,dx=\frac{\pi D}{2}.$$

For a single coefficient, $\operatorname{Re}q^2=(1-x^2)/(1+x^2)^2$, hence

$$\operatorname{Re}s(x)=\frac1{1+x^2}+c\,\frac{1-x^2}{(1+x^2)^2},\qquad \operatorname{Re}s(0)=1+c.$$

Over the common denominator, the drop from the zero-frequency value has numerator $(1+c)(1+x^2)^2-(1+x^2)-c(1-x^2)$, which simplifies to

$$\operatorname{Re}s(0)-\operatorname{Re}s(x)=\frac{x^2\bigl[(1+3c)+(1+c)x^2\bigr]}{(1+x^2)^2}.$$

If $c\ge-1/3$, then $1+3c\ge0$ and $1+c>0$, so the drop is positive for every $x\ne0$. If $c<-1/3$, the bracket is negative for small nonzero $x$, and the conductivity rises away from zero frequency.

## The Lean file

```lean
import Mathlib

open MeasureTheory Set Filter Topology
open Complex (I)

namespace DrudeSmithSumRule

noncomputable section

/-- The normalised Drude response `1 / (1 - i x)` at reduced frequency `x = ω τ`. -/
def drude (x : ℝ) : ℂ := (1 - I * (x : ℂ))⁻¹

/-- Smith's conductivity with `N` backscattering terms: the Drude response times
`1 + ∑ c n / (1 - i x) ^ (n + 1)`, where `c n` is the persistence of velocity after
collision number `n + 1`. -/
def smith (N : ℕ) (c : ℕ → ℝ) (x : ℝ) : ℂ :=
  drude x * (1 + ∑ n ∈ Finset.range N, (c n : ℂ) * drude x ^ (n + 1))

/-- The Drude-Smith conductivity with a single backscattering parameter `c`. -/
def drudeSmith (c x : ℝ) : ℂ :=
  (1 + (c : ℂ) / (1 - I * (x : ℂ))) / (1 - I * (x : ℂ))

/-- A closed expression in the cutoff `X`: an arctangent plus one term for each
backscattering coefficient. -/
def smithWeight (N : ℕ) (c : ℕ → ℝ) (X : ℝ) : ℝ :=
  Real.arctan X + ∑ n ∈ Finset.range N, c n / ((n : ℝ) + 1) * (drude X ^ (n + 1)).im

/-- The absorptive part of the Drude response is a Lorentzian, and the reactive part is
`x / (1 + x ^ 2)`. -/
theorem drude_re_im (x : ℝ) :
    (drude x).re = 1 / (1 + x ^ 2) ∧ (drude x).im = x / (1 + x ^ 2) := by
  constructor <;> simp [drude, Complex.normSq_apply, pow_two]

/-- The absorptive part of Smith's conductivity is the Drude Lorentzian plus the real parts
of higher powers of the Drude response, weighted by the backscattering coefficients. -/
theorem smith_re (N : ℕ) (c : ℕ → ℝ) (x : ℝ) :
    (smith N c x).re =
      1 / (1 + x ^ 2) + ∑ n ∈ Finset.range N, c n * (drude x ^ (n + 2)).re := by
  have h : smith N c x =
      drude x + ∑ n ∈ Finset.range N, (c n : ℂ) * drude x ^ (n + 2) := by
    unfold smith
    rw [mul_add, mul_one, Finset.mul_sum]
    congr 1
    exact Finset.sum_congr rfl fun n _ => by ring
  rw [h, Complex.add_re, (drude_re_im x).1, Complex.re_sum]
  simp only [Complex.re_ofReal_mul]

/-- The absorptive part of Smith's conductivity is integrable over all frequencies. -/
theorem smith_re_integrable (N : ℕ) (c : ℕ → ℝ) :
    Integrable (fun x : ℝ => (smith N c x).re) := by
  have hne : ∀ x : ℝ, 1 - I * (x : ℂ) ≠ 0 := fun x h => by
    have := congrArg Complex.re h
    simp at this
  have hc : Continuous drude :=
    (continuous_const.sub (continuous_const.mul Complex.continuous_ofReal)).inv₀ hne
  have hn : ∀ x : ℝ, ‖drude x‖ ^ 2 = (1 + x ^ 2)⁻¹ := fun x => by
    rw [drude, norm_inv, inv_pow, Complex.sq_norm, Complex.normSq_apply]
    simp [pow_two]
  have h1 : ∀ x : ℝ, ‖drude x‖ ≤ 1 := fun x => by
    have h2 := hn x
    have h3 : (1 + x ^ 2)⁻¹ ≤ 1 := inv_le_one_of_one_le₀ (by nlinarith [sq_nonneg x])
    nlinarith [norm_nonneg (drude x)]
  -- each backscattering term is dominated by the Drude Lorentzian
  have ht : ∀ n : ℕ, Integrable (fun x : ℝ => (drude x ^ (n + 2)).re) := fun n => by
    refine integrable_inv_one_add_sq.mono'
      (Complex.continuous_re.comp (hc.pow (n + 2))).aestronglyMeasurable
      (Eventually.of_forall fun x => ?_)
    calc ‖(drude x ^ (n + 2)).re‖ ≤ ‖drude x ^ (n + 2)‖ := Complex.abs_re_le_norm _
      _ = ‖drude x‖ ^ n * ‖drude x‖ ^ 2 := by rw [norm_pow, pow_add]
      _ ≤ 1 * ‖drude x‖ ^ 2 :=
        mul_le_mul_of_nonneg_right (pow_le_one₀ (norm_nonneg _) (h1 x)) (sq_nonneg _)
      _ = (1 + x ^ 2)⁻¹ := by rw [one_mul, hn]
  have hs : Integrable (fun x : ℝ =>
      ∑ n ∈ Finset.range N, c n * (drude x ^ (n + 2)).re) :=
    MeasureTheory.integrable_finsetSum _ fun n _ => (ht n).const_mul _
  have he : (fun x : ℝ => (smith N c x).re) = fun x : ℝ =>
      (1 + x ^ 2)⁻¹ + ∑ n ∈ Finset.range N, c n * (drude x ^ (n + 2)).re :=
    funext fun x => by rw [smith_re, one_div]
  rw [he]
  exact integrable_inv_one_add_sq.add hs

/-- The derivative of `smithWeight` with respect to the cutoff is the absorptive part of
Smith's conductivity. -/
theorem smithWeight_hasDerivAt (N : ℕ) (c : ℕ → ℝ) (x : ℝ) :
    HasDerivAt (smithWeight N c) (smith N c x).re x := by
  have hne : 1 - I * (x : ℂ) ≠ 0 := fun h => by
    have := congrArg Complex.re h
    simp at this
  have h0 : HasDerivAt (fun y : ℝ => (y : ℂ)) 1 x := by
    simpa using (hasDerivAt_id x).ofReal_comp
  have h1 : HasDerivAt (fun y : ℝ => 1 - I * (y : ℂ)) (-I) x := by
    simpa using (h0.const_mul I).const_sub 1
  -- the Drude response obeys q' = i q ^ 2
  have h2 : HasDerivAt drude (I * drude x ^ 2) x := by
    have h : HasDerivAt drude (-(-I) / (1 - I * (x : ℂ)) ^ 2) x := h1.inv hne
    exact h.congr_deriv (by simp [drude, div_eq_mul_inv])
  have hp : ∀ n : ℕ, HasDerivAt (fun y : ℝ => (drude y ^ (n + 1)).im)
      (((n : ℝ) + 1) * (drude x ^ (n + 2)).re) x := fun n => by
    have h4 := Complex.imCLM.hasFDerivAt.comp_hasDerivAt x (h2.pow (n + 1))
    have h5 : HasDerivAt (fun y : ℝ => (drude y ^ (n + 1)).im)
        (((n + 1 : ℕ) : ℂ) * drude x ^ n * (I * drude x ^ 2)).im x := h4
    have e : ((n + 1 : ℕ) : ℂ) * drude x ^ n * (I * drude x ^ 2) =
        (((n : ℝ) + 1 : ℝ) : ℂ) * (I * drude x ^ (n + 2)) := by
      push_cast
      ring
    rwa [e, Complex.im_ofReal_mul, Complex.I_mul_im] at h5
  have hs : HasDerivAt
      (fun y : ℝ => ∑ n ∈ Finset.range N, c n / ((n : ℝ) + 1) * (drude y ^ (n + 1)).im)
      (∑ n ∈ Finset.range N,
        c n / ((n : ℝ) + 1) * (((n : ℝ) + 1) * (drude x ^ (n + 2)).re)) x :=
    HasDerivAt.fun_sum fun n _ => (hp n).const_mul _
  rw [smith_re]
  refine ((Real.hasDerivAt_arctan x).fun_add hs).congr_deriv ?_
  congr 1
  refine Finset.sum_congr rfl fun n _ => ?_
  have hn : (n : ℝ) + 1 ≠ 0 := by positivity
  field_simp

/-- The spectral weight of Smith's conductivity between zero frequency and the cutoff `X`
is `smithWeight`. -/
theorem smith_partial_weight (N : ℕ) (c : ℕ → ℝ) (X : ℝ) :
    ∫ x in (0 : ℝ)..X, (smith N c x).re = smithWeight N c X := by
  rw [intervalIntegral.integral_eq_sub_of_hasDerivAt
    (fun x _ => smithWeight_hasDerivAt N c x) (smith_re_integrable N c).intervalIntegrable]
  simp [smithWeight, drude]

/-- Sum rule: the total spectral weight of Smith's conductivity over positive reduced
frequencies is `π / 2`, for any number of backscattering terms and any real coefficients. -/
theorem smith_sum_rule (N : ℕ) (c : ℕ → ℝ) :
    ∫ x in Ioi (0 : ℝ), (smith N c x).re = Real.pi / 2 := by
  -- the Drude response dies out at high frequency
  have hq : Tendsto drude atTop (𝓝 0) := by
    refine squeeze_zero_norm' ?_ tendsto_inv_atTop_zero
    filter_upwards [eventually_gt_atTop (0 : ℝ)] with x hx
    have h : x ≤ ‖1 - I * (x : ℂ)‖ := by
      have h' := Complex.abs_im_le_norm (1 - I * (x : ℂ))
      have e : (1 - I * (x : ℂ)).im = -x := by simp
      rw [e, abs_neg, abs_of_pos hx] at h'
      exact h'
    rw [drude, norm_inv]
    exact inv_anti₀ hx h
  have him : ∀ n : ℕ, Tendsto (fun x : ℝ => (drude x ^ (n + 1)).im) atTop (𝓝 0) :=
    fun n => by
      have h := (Complex.continuous_im.tendsto _).comp (hq.pow (n + 1))
      rw [zero_pow (Nat.succ_ne_zero n), Complex.zero_im] at h
      exact h
  have hsum := tendsto_finsetSum (Finset.range N)
    fun n _ => (him n).const_mul (c n / ((n : ℝ) + 1))
  have h := (Real.tendsto_arctan_atTop.mono_right nhdsWithin_le_nhds).add hsum
  simp only [mul_zero, Finset.sum_const_zero, add_zero] at h
  have hW : Tendsto (smithWeight N c) atTop (𝓝 (Real.pi / 2)) := h
  rw [integral_Ioi_of_hasDerivAt_of_tendsto'
    (fun x _ => smithWeight_hasDerivAt N c x) (smith_re_integrable N c).integrableOn hW]
  simp [smithWeight, drude]

/-- For every real `D` and relaxation time `τ > 0`, with `s` equal to `smith N c`, the conductivity
`D τ s(ω τ)` has integrated absorptive part `π D / 2` over positive frequencies. -/
theorem conductivity_sum_rule (N : ℕ) (c : ℕ → ℝ) (D : ℝ) {τ : ℝ} (hτ : 0 < τ) :
    ∫ ω in Ioi (0 : ℝ), (((D * τ : ℝ) : ℂ) * smith N c (ω * τ)).re = Real.pi * D / 2 := by
  have h := integral_comp_mul_right_Ioi (fun x : ℝ => (smith N c x).re) 0 hτ
  simp only [zero_mul, smul_eq_mul] at h
  rw [smith_sum_rule] at h
  simp only [Complex.re_ofReal_mul]
  rw [integral_const_mul, h]
  field_simp

/-- The Drude-Smith formula is Smith's series cut after its first backscattering term. -/
theorem drudeSmith_eq_smith (c x : ℝ) : drudeSmith c x = smith 1 (fun _ => c) x := by
  simp only [drudeSmith, smith, drude, Finset.sum_range_one]
  ring

/-- The Drude-Smith spectral weight below a cutoff `X` is `arctan X + c X / (1 + X ^ 2)`,
and the total weight over positive frequencies is `π / 2` for every real `c`. -/
theorem drudeSmith_weight (c : ℝ) :
    (∀ X : ℝ, ∫ x in (0 : ℝ)..X, (drudeSmith c x).re =
      Real.arctan X + c * (X / (1 + X ^ 2))) ∧
    ∫ x in Ioi (0 : ℝ), (drudeSmith c x).re = Real.pi / 2 := by
  simp only [drudeSmith_eq_smith]
  refine ⟨fun X => ?_, smith_sum_rule 1 _⟩
  rw [smith_partial_weight]
  simp only [smithWeight, Finset.sum_range_one, zero_add, pow_one, Nat.cast_zero, div_one,
    (drude_re_im X).2]

/-- For `c ≥ -1/3` the absorptive part of the Drude-Smith conductivity is strictly larger at
zero frequency than at any other frequency. -/
theorem drudeSmith_max_at_zero {c x : ℝ} (hc : -1 / 3 ≤ c) (hx : x ≠ 0) :
    (drudeSmith c x).re < (drudeSmith c 0).re := by
  have key : ∀ y : ℝ, (drudeSmith c y).re =
      1 / (1 + y ^ 2) + c * ((1 / (1 + y ^ 2)) ^ 2 * (1 - y ^ 2)) := fun y => by
    rw [drudeSmith_eq_smith, smith_re]
    simp only [Finset.sum_range_one, zero_add, pow_two (drude y), Complex.mul_re,
      (drude_re_im y).1, (drude_re_im y).2]
    ring
  have k0 : (drudeSmith c 0).re = 1 + c := by
    rw [key]
    norm_num
  have hx2 : 0 < x ^ 2 := by positivity
  have ha : 1 + x ^ 2 ≠ 0 := by positivity
  -- the drop from the zero-frequency value is an explicit positive fraction
  have e : 1 + c - (1 / (1 + x ^ 2) + c * ((1 / (1 + x ^ 2)) ^ 2 * (1 - x ^ 2))) =
      x ^ 2 * ((1 + 3 * c) + (1 + c) * x ^ 2) / (1 + x ^ 2) ^ 2 := by
    field_simp
    ring
  have hb : 0 < (1 + 3 * c) + (1 + c) * x ^ 2 :=
    add_pos_of_nonneg_of_pos (by linarith) (mul_pos (by linarith) hx2)
  have hpos : 0 < x ^ 2 * ((1 + 3 * c) + (1 + c) * x ^ 2) / (1 + x ^ 2) ^ 2 :=
    div_pos (mul_pos hx2 hb) (by positivity)
  rw [k0, key]
  linarith

end

end DrudeSmithSumRule
```

```lean
#print axioms DrudeSmithSumRule.conductivity_sum_rule
#print axioms DrudeSmithSumRule.drudeSmith_weight
#print axioms DrudeSmithSumRule.drudeSmith_max_at_zero
```

```
'DrudeSmithSumRule.conductivity_sum_rule' depends on axioms: [propext, Classical.choice, Quot.sound]
'DrudeSmithSumRule.drudeSmith_weight' depends on axioms: [propext, Classical.choice, Quot.sound]
'DrudeSmithSumRule.drudeSmith_max_at_zero' depends on axioms: [propext, Classical.choice, Quot.sound]
```

## The theorems in words and their limits

`drude x` is $q(x)$, and the sign in $1-ix$ corresponds to the time dependence $e^{-i\omega t}$. `smith N c x` is $s(x)$. The coefficients are a function `c : ℕ → ℝ`, of which only the first `N` values are used; `c n` belongs to collision number $n+1$ and stands for the velocity persistence after it. `N = 0` is the plain Drude model. `drudeSmith c x` is written separately in the usual one-parameter form, and `drudeSmith_eq_smith` shows that it equals the series with one term.

`smith_sum_rule` integrates over `Ioi (0 : ℝ)`, the positive frequencies. `conductivity_sum_rule` adds an arbitrary real `D` and the hypothesis `0 < τ`, which says that the current relaxes in a positive time. Setting $D=ne^2/m$ gives the physical sum rule stated at the start. `drudeSmith_weight` gives both the cutoff formula and the total for the one-parameter model, and `drudeSmith_max_at_zero` compares zero frequency with every nonzero `x`, of either sign.

No sign or size restriction is placed on the coefficients in the sum rules. They hold even for $c<-1$, where $\operatorname{Re}s(0)$ is negative, so a correct integral is no evidence that fitted coefficients are physical. The sum rule is a property of this model function; it is not a derivation of the f-sum rule for interacting electrons, nor of Smith's formula from collision statistics. The file does not treat infinitely many backscattering terms, the position of the peak for $c<-1/3$, or the quadrature and rounding errors of a program.

## How the lemmas carry the calculation

`drude_re_im` and `smith_re` are the real and imaginary parts of $q$ and the expansion of $\operatorname{Re}s$.

`smith_re_integrable` proves the Lorentzian bound in its `calc` block and passes it to `mono'`, which turns domination by an integrable function into integrability. This matters because Lean assigns the value zero to the integral of a non-integrable function.

`smithWeight_hasDerivAt` establishes $q'=iq^2$ as `h2`, differentiates the powers in `hp`, and sums the results; `field_simp` cancels the factors $n+1$. `smith_partial_weight` then applies the fundamental theorem of calculus and evaluates $W(0)=0$.

`smith_sum_rule` proves $q\to0$ as `hq` by squeezing $|q|$ below $1/x$. It obtains the limit of $W$ as `hW` and uses the version of the fundamental theorem for a half-line. `conductivity_sum_rule` performs the change of variable with `integral_comp_mul_right_Ioi`.

`drudeSmith_weight` specialises these results to one term. In `drudeSmith_max_at_zero`, `key` is the explicit formula for $\operatorname{Re}s$, `e` is the identity for the drop, and `hb` shows that its bracket is positive.
